# A cubic line-search energy with negative slope at 0 and positive slope at 1 has one critical point in between, its strict minimizer on [0, 1]

Take a line search whose energy is zero at both ends, with slope \(-1\) at the start and \(+1\) at the end: the polynomial \(x^2-x\) fits these data, and its slope \(2x-1=(x-\tfrac12)\cdot 2\) is negative before \(x=\tfrac12\) and positive after it. For any end energies, and any slopes that are negative at 0 and positive at 1, the slope of the interpolating cubic still factors as \(x-l\) times something positive on \([0,1]\), and \(l\) is the damping step, the fraction of the full step to take.

```lean
import Mathlib

open Polynomial

namespace OptimalDamping

noncomputable section

/-- The cubic polynomial with coefficients `a`, `b`, `c`, `d` in ascending order. -/
def cubicPoly (a b c d : ℝ) : ℝ[X] :=
  C a + C b * X + C c * X ^ 2 + C d * X ^ 3

/-- The polynomial `p` has degree at most three, energies `E0`, `E1` and slopes `s0`, `s1`
at the ends `0` and `1` of the line search. -/
def Matches (E0 E1 s0 s1 : ℝ) (p : ℝ[X]) : Prop :=
  p.natDegree ≤ 3 ∧ p.eval 0 = E0 ∧ p.eval 1 = E1 ∧
    p.derivative.eval 0 = s0 ∧ p.derivative.eval 1 = s1

/-- The quadratic coefficient of the model energy, from the end energies and slopes. -/
def quadCoeff (E0 E1 s0 s1 : ℝ) : ℝ := 3 * (E1 - E0) - 2 * s0 - s1

/-- The cubic coefficient of the model energy, from the end energies and slopes. -/
def cubCoeff (E0 E1 s0 s1 : ℝ) : ℝ := s0 + s1 - 2 * (E1 - E0)

/-- The model energy along the line search, built from the end energies and slopes. -/
def modelEnergy (E0 E1 s0 s1 : ℝ) : ℝ[X] :=
  cubicPoly E0 s0 (quadCoeff E0 E1 s0 s1) (cubCoeff E0 E1 s0 s1)

/-- The damping step in closed form, meant for slopes `s0 < 0 < s1`, where the
denominator is positive. -/
def dampingStep (E0 E1 s0 s1 : ℝ) : ℝ :=
  -s0 / (quadCoeff E0 E1 s0 s1 +
    √(quadCoeff E0 E1 s0 s1 ^ 2 - 3 * cubCoeff E0 E1 s0 s1 * s0))

/-- The value of a cubic polynomial at `x`. -/
theorem eval_cubicPoly (a b c d x : ℝ) :
    (cubicPoly a b c d).eval x = a + b * x + c * x ^ 2 + d * x ^ 3 := by
  simp [cubicPoly]

/-- The slope of a cubic polynomial at `x`. -/
theorem eval_derivative_cubicPoly (a b c d x : ℝ) :
    (cubicPoly a b c d).derivative.eval x = b + 2 * c * x + 3 * d * x ^ 2 := by
  simp [cubicPoly]
  ring

/-- A polynomial of degree at most three with the given end energies and slopes is the
model energy. -/
theorem eq_modelEnergy {E0 E1 s0 s1 : ℝ} {p : ℝ[X]} (hp : Matches E0 E1 s0 s1 p) :
    p = modelEnergy E0 E1 s0 s1 := by
  obtain ⟨hdeg, h0, h1, h2, h3⟩ := hp
  -- expand `p` in its four coefficients
  obtain ⟨a, b, c, d, rfl⟩ : ∃ a b c d, p = cubicPoly a b c d := by
    refine ⟨p.coeff 0, p.coeff 1, p.coeff 2, p.coeff 3, ?_⟩
    have h := p.as_sum_range' 4 (by omega)
    simp only [Finset.sum_range_succ, Finset.sum_range_zero, zero_add,
      ← C_mul_X_pow_eq_monomial, pow_zero, mul_one, pow_one] at h
    exact h
  rw [eval_cubicPoly] at h0 h1
  rw [eval_derivative_cubicPoly] at h2 h3
  -- solve the linear system for the coefficients
  have ha : a = E0 := by linarith
  have hb : b = s0 := by linarith
  have hc : c = quadCoeff E0 E1 s0 s1 := by unfold quadCoeff; linarith
  have hd : d = cubCoeff E0 E1 s0 s1 := by unfold cubCoeff; linarith
  rw [modelEnergy, ha, hb, hc, hd]

/-- Exactly one real polynomial of degree at most three has the given energies and slopes
at the two ends of the line search. -/
theorem existsUnique_matches (E0 E1 s0 s1 : ℝ) : ∃! p : ℝ[X], Matches E0 E1 s0 s1 p := by
  refine ⟨modelEnergy E0 E1 s0 s1, ⟨?_, ?_, ?_, ?_, ?_⟩, fun p hp => eq_modelEnergy hp⟩
  · unfold modelEnergy cubicPoly
    compute_degree
  · rw [modelEnergy, eval_cubicPoly]; ring
  · rw [modelEnergy, eval_cubicPoly, quadCoeff, cubCoeff]; ring
  · rw [modelEnergy, eval_derivative_cubicPoly]; ring
  · rw [modelEnergy, eval_derivative_cubicPoly, quadCoeff, cubCoeff]; ring

/-- If the energy falls at the start and rises at the end, the damping step lies strictly
between `0` and `1` and the slope of the model energy vanishes there. -/
theorem dampingStep_stationary (E0 E1 : ℝ) {s0 s1 : ℝ} (h0 : s0 < 0) (h1 : 0 < s1) :
    0 < dampingStep E0 E1 s0 s1 ∧ dampingStep E0 E1 s0 s1 < 1 ∧
      s0 + 2 * quadCoeff E0 E1 s0 s1 * dampingStep E0 E1 s0 s1 +
        3 * cubCoeff E0 E1 s0 s1 * dampingStep E0 E1 s0 s1 ^ 2 = 0 := by
  have hs : s0 + 2 * quadCoeff E0 E1 s0 s1 + 3 * cubCoeff E0 E1 s0 s1 = s1 := by
    unfold quadCoeff cubCoeff; ring
  unfold dampingStep
  generalize quadCoeff E0 E1 s0 s1 = c at hs ⊢
  generalize cubCoeff E0 E1 s0 s1 = d at hs ⊢
  -- the discriminant exceeds a square because the slopes have opposite signs
  have hD : (-(s0 + c)) ^ 2 < c ^ 2 - 3 * d * s0 := by
    have h := mul_neg_of_neg_of_pos h0 h1
    rw [← hs] at h
    nlinarith
  have hr := Real.lt_sqrt_of_sq_lt hD
  have hsq := Real.sq_sqrt (le_trans (sq_nonneg _) hD.le)
  generalize √(c ^ 2 - 3 * d * s0) = r at hr hsq ⊢
  have hq : 0 < c + r := by linarith
  refine ⟨div_pos (by linarith) hq, (div_lt_one hq).2 (by linarith), ?_⟩
  have hl : -s0 / (c + r) * (c + r) = -s0 := div_mul_cancel₀ _ hq.ne'
  generalize -s0 / (c + r) = l at hl ⊢
  have h : (c - r + 3 * d * l) * (c + r) = 0 := by
    linear_combination 3 * d * hl - hsq
  have key := (mul_eq_zero.1 h).resolve_right hq.ne'
  linear_combination l * key + hl

/-- If the energy falls at the start and rises at the end, the damping step is the only
critical point of the interpolating cubic in `(0,1)` and its strict minimizer on `[0,1]`. -/
theorem dampingStep_optimal {E0 E1 s0 s1 : ℝ} {p : ℝ[X]} (hp : Matches E0 E1 s0 s1 p)
    (h0 : s0 < 0) (h1 : 0 < s1) :
    dampingStep E0 E1 s0 s1 ∈ Set.Ioo (0 : ℝ) 1 ∧
    (∀ x ∈ Set.Ioo (0 : ℝ) 1, p.derivative.eval x = 0 ↔ x = dampingStep E0 E1 s0 s1) ∧
    ∀ x ∈ Set.Icc (0 : ℝ) 1, x ≠ dampingStep E0 E1 s0 s1 →
      p.eval (dampingStep E0 E1 s0 s1) < p.eval x := by
  obtain ⟨hl0, hl1, hl⟩ := dampingStep_stationary E0 E1 h0 h1
  have hs : s0 + 2 * quadCoeff E0 E1 s0 s1 + 3 * cubCoeff E0 E1 s0 s1 = s1 := by
    unfold quadCoeff cubCoeff; ring
  rw [eq_modelEnergy hp]
  simp only [modelEnergy, eval_cubicPoly, eval_derivative_cubicPoly]
  generalize dampingStep E0 E1 s0 s1 = l at hl0 hl1 hl ⊢
  generalize quadCoeff E0 E1 s0 s1 = c at hl hs ⊢
  generalize cubCoeff E0 E1 s0 s1 = d at hl hs ⊢
  -- the two end slopes give two positive numbers
  have hA : 0 < 2 * c + 3 * d * l := by
    have h : l * (2 * c + 3 * d * l) = -s0 := by linear_combination hl
    exact (mul_pos_iff_of_pos_left hl0).1 (by rw [h]; linarith)
  have hB : 0 < 2 * c + 3 * d * (1 + l) := by
    have h : (1 - l) * (2 * c + 3 * d * (1 + l)) = s1 := by linear_combination hs - hl
    exact (mul_pos_iff_of_pos_left (sub_pos.2 hl1)).1 (by rw [h]; exact h1)
  refine ⟨⟨hl0, hl1⟩, fun x hx => ⟨fun h => ?_, fun h => by rw [h]; exact hl⟩,
    fun x hx hne => ?_⟩
  · -- the slope is `x - l` times a positive factor
    have hpos := add_pos (mul_pos (sub_pos.2 hx.2) hA) (mul_pos hx.1 hB)
    have hf : (x - l) * ((1 - x) * (2 * c + 3 * d * l) +
        x * (2 * c + 3 * d * (1 + l))) = 0 := by linear_combination h - hl
    exact sub_eq_zero.1 ((mul_eq_zero.1 hf).resolve_right hpos.ne')
  · -- the energy difference is `(x - l) ^ 2` times a positive factor
    have hw0 : 0 < (2 * x + l) / 3 := by linarith [hx.1]
    have hw1 : 0 < 1 - (2 * x + l) / 3 := by linarith [hx.2]
    have hsq : 0 < (x - l) ^ 2 / 2 := by
      have := sub_ne_zero.2 hne
      positivity
    have hpos := mul_pos hsq (add_pos (mul_pos hw1 hA) (mul_pos hw0 hB))
    linear_combination hpos + (l - x) * hl

/-- If the energy falls at the start and rises at the end, the interpolated energy at the
damping step is below both end energies. -/
theorem energy_lt_ends {E0 E1 s0 s1 : ℝ} {p : ℝ[X]} (hp : Matches E0 E1 s0 s1 p)
    (h0 : s0 < 0) (h1 : 0 < s1) : p.eval (dampingStep E0 E1 s0 s1) < min E0 E1 := by
  obtain ⟨hl, -, hmin⟩ := dampingStep_optimal hp h0 h1
  have ha := hmin 0 (by simp) hl.1.ne
  have hb := hmin 1 (by simp) hl.2.ne'
  rw [hp.2.1] at ha
  rw [hp.2.2.1] at hb
  exact lt_min ha hb

/-- When the energy difference equals the mean of the end slopes, as for a quadratic energy,
and the slope increases, the damping step is `s0 / (s0 - s1)`. -/
theorem dampingStep_quadratic {E0 E1 s0 s1 : ℝ} (h : 2 * (E1 - E0) = s0 + s1)
    (hs : s0 < s1) : dampingStep E0 E1 s0 s1 = s0 / (s0 - s1) := by
  have hc : quadCoeff E0 E1 s0 s1 = (s1 - s0) / 2 := by unfold quadCoeff; linarith
  have hd : cubCoeff E0 E1 s0 s1 = 0 := by unfold cubCoeff; linarith
  have hr : √(((s1 - s0) / 2) ^ 2 - 3 * 0 * s0) = (s1 - s0) / 2 := by
    have he : ((s1 - s0) / 2) ^ 2 - 3 * 0 * s0 = ((s1 - s0) / 2) ^ 2 := by ring
    rw [he, Real.sqrt_sq (by linarith)]
  rw [dampingStep, hc, hd, hr, add_halves, ← neg_sub s1 s0, div_neg, neg_div]

/-- With energies `0`, `-1` and both end slopes equal to `-1`, the interpolating cubic has
no critical point. -/
theorem no_critical_point_of_falling_end {p : ℝ[X]} (hp : Matches 0 (-1) (-1) (-1) p)
    (x : ℝ) : p.derivative.eval x ≠ 0 := by
  rw [eq_modelEnergy hp, modelEnergy, eval_derivative_cubicPoly]
  norm_num [quadCoeff, cubCoeff]

end

end OptimalDamping
```

```lean
#print axioms OptimalDamping.existsUnique_matches
#print axioms OptimalDamping.energy_lt_ends
#print axioms OptimalDamping.dampingStep_quadratic
#print axioms OptimalDamping.no_critical_point_of_falling_end
```

```
'OptimalDamping.existsUnique_matches' depends on axioms: [propext, Classical.choice, Quot.sound]
'OptimalDamping.energy_lt_ends' depends on axioms: [propext, Classical.choice, Quot.sound]
'OptimalDamping.dampingStep_quadratic' depends on axioms: [propext, Classical.choice, Quot.sound]
'OptimalDamping.no_critical_point_of_falling_end' depends on axioms: [propext, Classical.choice, Quot.sound]
```

## Four numbers fix the model energy

In a self-consistent field (SCF) iteration, let \(\rho_0\) be the current density or density matrix and \(\rho_1\) the new one. The line search moves along \((1-x)\rho_0+x\rho_1\), with \(x\) between 0 and 1. The numbers \(E_0\) and \(E_1\) are the energies at the two ends, and \(s_0\) and \(s_1\) are the derivatives of the energy with respect to \(x\) there. Since \(x\) is dimensionless, the slopes are in units of energy.

In Lean these are the real numbers `E0`, `E1`, `s0` and `s1`. The model energy is a polynomial `p : ℝ[X]`, and `Matches E0 E1 s0 s1 p` says that its degree is at most three and that it has the four prescribed end values. "Cubic" therefore includes polynomials of lower degree, such as the \(x^2-x\) above.

The theorem `existsUnique_matches` states that exactly one such polynomial exists, whatever the four numbers are. To find it, write \(p(x)=a+bx+cx^2+dx^3\). The conditions at 0 give \(a=E_0\) and \(b=s_0\), and those at 1 become

\[
c+d=E_1-E_0-s_0,\qquad 2c+3d=s_1-s_0 .
\]

Subtracting twice the first equation from the second gives \(d\), and the first then gives \(c\):

\[
d=s_0+s_1-2(E_1-E_0),\qquad c=3(E_1-E_0)-2s_0-s_1 .
\]

These are `cubCoeff` and `quadCoeff`, and `modelEnergy` is the polynomial built from them. The lemma `eq_modelEnergy` follows the same route: it expands `p` as a sum over its first four coefficients, evaluates the polynomial and its derivative at the ends, and lets `linarith` solve the linear system. That settles uniqueness. For existence, `existsUnique_matches` checks that `modelEnergy` meets all the conditions.

## What the slope signs mean for an SCF step

The main theorem, `dampingStep_optimal`, assumes \(s_0<0<s_1\). The first inequality says that the energy initially falls on leaving the current density. In Hartree–Fock theory \(s_0\) is the trace of the current Fock matrix with the change in the density matrix, in spin-orbital form. If the new density matrix is built by filling the lowest orbitals of this same Fock matrix, the trace is negative or zero. The second inequality says that the energy is already rising on arrival at the new density, so the full step overshoots.

Under these hypotheses the theorem makes three statements about any `p` that matches the data:

- The number `dampingStep E0 E1 s0 s1` lies in the open interval `Set.Ioo 0 1`.
- A point of that interval is a zero of \(p'\) if and only if it equals the damping step.
- At every other point of the closed interval `Set.Icc 0 1`, the value of \(p\) is strictly larger than at the damping step.

The first two together give exactly one critical point in \((0,1)\), and the third makes it the strict minimizer on \([0,1]\). The corollary `energy_lt_ends` compares this minimum with the values at \(x=0\) and \(x=1\), and concludes that it lies below both \(E_0\) and \(E_1\).

All of this concerns the polynomial. The Hartree–Fock energy is quadratic in the density matrix, so along the segment the polynomial is the energy itself, given exact end data. A Kohn–Sham energy is in general not a polynomial in \(x\); there \(p\) is an interpolation, and the true energy at the damping step may differ from the model's. The optimal damping algorithm performs a line search in every SCF iteration, whereas the theorems treat a single search with one parameter and leave the convergence of the iteration open.

## Where the closed form comes from

Write \(l\) for the damping step. It has to solve

\[
s_0+2c\,l+3d\,l^2=0 .
\]

Let \(r=\sqrt{c^2-3ds_0}\). For \(d\neq0\) the quadratic formula gives the root \((-c+r)/(3d)\), at which the second derivative \(2c+6dl\) equals \(2r\), so this is the root to take for a minimum. Multiplying numerator and denominator by \(c+r\) turns it into

\[
l=\frac{-s_0}{c+r},
\]

which is the definition of `dampingStep`. There is no longer a division by \(d\), so the same expression serves when the cubic term vanishes.

It remains to see that \(r\) is real and that \(l\) lies between 0 and 1. The slope at the end is \(s_1=s_0+2c+3d\). Replacing \(3d\) by \(s_1-s_0-2c\) gives

\[
c^2-3ds_0=(s_0+c)^2-s_0s_1>(s_0+c)^2,
\]

because \(s_0s_1<0\). Taking roots, \(r>-(s_0+c)\), which is the same as \(c+r>-s_0\). Since \(-s_0\) is positive, the denominator is positive and larger than the numerator, and so \(0<l<1\).

This is the content of `dampingStep_stationary`. In its proof `hD` is the inequality for the discriminant, `hr` the resulting bound on the root, and `hq` the positivity of the denominator. To verify that the slope vanishes without dividing by \(d\), the proof starts from \(l(c+r)=-s_0\) and computes

\[
(c-r+3dl)(c+r)=c^2-r^2-3ds_0=0 .
\]

As \(c+r\) is not zero, \(c-r+3dl=0\). Multiplying this by \(l\) and adding \(l(c+r)+s_0=0\) gives the critical-point equation. The first two `generalize` steps replace the two coefficients by plain letters and keep only their relation to \(s_1\), which is all that the argument needs about them. The other two replace the root, keeping its square and its lower bound, and the step, keeping \(l(c+r)=-s_0\).

## Two positive numbers control the whole interval

The model energy need not be convex on \([0,1]\), so the sign of the second derivative at \(l\) would show only a local minimum. The proof of `dampingStep_optimal` uses two numbers instead:

\[
A=2c+3dl,\qquad B=2c+3d(1+l).
\]

The critical-point equation gives \(lA=-s_0>0\). Subtracting it from the expression for \(s_1\) gives \((1-l)B=s_1>0\). Hence \(A\) and \(B\) are both positive; these are the facts `hA` and `hB`. Geometrically, \(A\) is the average rate at which the slope grows from 0 to \(l\), and \(B\) the average rate from \(l\) to 1.

Since \(p'(l)=0\), the slope at any \(x\) is

\[
p'(x)=p'(x)-p'(l)=(x-l)\bigl(2c+3d(x+l)\bigr)=(x-l)\bigl((1-x)A+xB\bigr).
\]

For \(0<x<1\) the last factor is positive, so \(p'(x)=0\) forces \(x=l\). In the opening example \(A=B=2\), and the factor is the constant 2 found there.

For the energy, use the critical-point equation to replace \(s_0\) by \(-2cl-3dl^2\):

\[
\begin{aligned}
p(x)-p(l)&=s_0(x-l)+c(x^2-l^2)+d(x^3-l^3)\\
&=(x-l)^2\bigl(c+d(x+2l)\bigr).
\end{aligned}
\]

With the weight \(w=(2x+l)/3\) this becomes

\[
p(x)-p(l)=\frac{(x-l)^2}{2}\bigl((1-w)A+wB\bigr).
\]

For \(x\) in \([0,1]\) and \(l\) in \((0,1)\), the weight lies strictly between 0 and 1, so the bracket is positive, also at the two ends. The difference is therefore positive whenever \(x\neq l\), which is strict minimality. In Lean, `hw0` and `hw1` are the bounds on the weight, and `linear_combination` checks each of the two factorisations.

## The quadratic limit and a search that keeps falling

When the energy along the segment is quadratic, its slope is linear, and the energy difference equals the mean of the end slopes: \(2(E_1-E_0)=s_0+s_1\). Then \(d=0\) and \(c=(s_1-s_0)/2\). If \(s_0<s_1\), the root \(r\) equals \(c\), and the step reduces to

\[
l=\frac{-s_0}{s_1-s_0}=\frac{s_0}{s_0-s_1}.
\]

This is `dampingStep_quadratic`. It needs only an increasing slope, so by itself it does not place the step inside the interval; the signs \(s_0<0<s_1\) do that. With \(s_0<0\) fixed, letting \(s_1\) fall to zero moves \(l\) to 1, the undamped step, while a large \(s_1\) makes the step short.

The condition on \(s_1\) matters. For \(E_0=0\), \(E_1=-1\) and \(s_0=s_1=-1\), the interpolating polynomial is \(p(x)=-x\), whose slope is \(-1\) everywhere. The theorem `no_critical_point_of_falling_end` states that it has no critical point at any real \(x\). The closed form would read \(1/0\) here, which Lean evaluates as 0, so the number returned by `dampingStep` has no meaning as a minimizer. On \([0,1]\) this energy is lowest at \(x=1\), the full step.
